# When the Hückel Pi Energy Equals $\sqrt{2mn}$

McClelland's expression $\sqrt{2mn}$ is an upper bound on the Hückel pi energy of a hydrocarbon with $n$ conjugated carbon atoms and $m$ bonds between them, when that energy is measured from the Coulomb term in units of the resonance integral. This integral is negative, so the bound limits how far the energy can lie below the Coulomb term. The bound need not be attained. For butadiene it gives $\sqrt{24}\approx 4.90$, whereas the Hückel value is $2\sqrt5\approx 4.47$. For ethylene both are 2.

Take the non-interacting Hückel model with equal sites and equal bonds, every bonding level doubly filled and every antibonding level empty. The two then agree exactly when there are no bonds between conjugated atoms or each conjugated atom is bonded to exactly one other. A molecule with three conjugated atoms in a row therefore never attains the value.

## From equal squared levels to isolated bonds

Let $A$ be the adjacency matrix of the molecular graph, $\lambda_i$ its eigenvalues with multiplicity, and $E=\sum_i|\lambda_i|$. Since $A$ is real and symmetric, $A=U\Lambda U^T$ with $U$ orthogonal and $\Lambda$ diagonal, so $A^2=U\Lambda^2U^T$. The diagonal entry $(A^2)_{vv}$ is the degree of $v$, and taking the trace gives

$$\sum_i\lambda_i^2=\sum_v\deg v=2m.$$

Expanding the square,

$$\sum_i(n|\lambda_i|-E)^2=2mn^2-2nE^2+nE^2=n(2mn-E^2).$$

If $E=\sqrt{2mn}$, every term on the left vanishes, so $|\lambda_i|=E/n$ for each level and all the squares agree. With no vertices there is nothing to check. Conversely, if every $\lambda_i^2=c$, then $2m=nc$ and $E=n\sqrt c=\sqrt{2mn}$. The identity also yields the bound $E\le\sqrt{2mn}$, but the theorems below concern equality only.

All squares equal $c$ exactly when $A^2=c\,1$: insert $\Lambda^2=c\,1$ into $A^2=U\Lambda^2U^T$, or $A^2=c\,1$ into $\Lambda^2=U^TA^2U$.

For $u\ne w$, the entry $(A^2)_{uw}=\sum_k A_{uk}A_{kw}$ counts common neighbours. Suppose $A^2=c\,1$. Then all degrees equal $c$, and no vertex $a$ has two distinct neighbours $u,w$, since that would make $(A^2)_{uw}$ positive. The common degree is thus 0 or 1. Conversely, an edgeless graph has $A^2=0$. If all degrees are one, the diagonal of $A^2$ is 1 and distinct vertices share no neighbour, so $A^2=1$.

## The equality criterion in Lean

```lean
import Mathlib

open Matrix

namespace McClellandEquality

noncomputable section
```

The first lemma concerns any finite family of real numbers `x`. In the forward direction, `hz` is the vanishing sum of squares above, and each term is then zero because none is negative. The index `i` itself shows that $n\neq0$ before the division.

```lean
/-- The sum of the absolute values of `n` real numbers equals the square root of `n` times the
sum of their squares exactly when all the squares are equal. -/
theorem sum_abs_eq_iff {ι : Type*} [Fintype ι] (x : ι → ℝ) :
    ∑ i, |x i| = √(Fintype.card ι * ∑ i, x i ^ 2) ↔ ∃ c, ∀ i, x i ^ 2 = c := by
  constructor
  · intro h
    obtain ⟨E, hE⟩ : ∃ E, E = ∑ i, |x i| := ⟨_, rfl⟩
    obtain ⟨n, hn⟩ : ∃ n : ℝ, n = Fintype.card ι := ⟨_, rfl⟩
    rw [← hE, ← hn] at h
    have hn' : 0 ≤ n := by rw [hn]; positivity
    have hS : E ^ 2 = n * ∑ i, x i ^ 2 := by
      rw [h, Real.sq_sqrt (mul_nonneg hn' (Finset.sum_nonneg fun i _ => sq_nonneg _))]
    -- the variance of the absolute values vanishes
    have hz : ∑ i, (n * |x i| - E) ^ 2 = 0 := by
      have e : ∀ i, (n * |x i| - E) ^ 2 = n ^ 2 * x i ^ 2 - 2 * n * E * |x i| + E ^ 2 :=
        fun i => by linear_combination n ^ 2 * sq_abs (x i)
      rw [Finset.sum_congr rfl (fun i _ => e i), Finset.sum_add_distrib,
        Finset.sum_sub_distrib, ← Finset.mul_sum, ← Finset.mul_sum, ← hE, Finset.sum_const,
        Finset.card_univ, nsmul_eq_mul, ← hn]
      linear_combination -n * hS
    refine ⟨(E / n) ^ 2, fun i => ?_⟩
    have hn0 : n ≠ 0 := by
      rw [hn]
      exact_mod_cast (Fintype.card_pos_iff.2 ⟨i⟩).ne'
    have hi : n * |x i| - E = 0 := (pow_eq_zero_iff two_ne_zero).1
      ((Finset.sum_eq_zero_iff_of_nonneg (fun i _ => sq_nonneg _)).1 hz i (Finset.mem_univ i))
    have hx : |x i| = E / n := eq_div_of_mul_eq hn0 (by linear_combination hi)
    rw [← sq_abs (x i), hx]
  · rintro ⟨c, hc⟩
    have ha : ∀ i, |x i| = √c := fun i => by rw [← hc i, Real.sqrt_sq_eq_abs]
    simp only [ha, hc, Finset.sum_const, Finset.card_univ, nsmul_eq_mul]
    rw [← mul_assoc, Real.sqrt_mul (mul_self_nonneg _), Real.sqrt_mul_self (Nat.cast_nonneg _)]
```

The graph `G` has a finite vertex type `V`, whose elements are the atoms, and `G.Adj` records the bonds. Symmetry of adjacency makes the matrix Hermitian, which gives access to its real eigenvalues.

```lean
variable {V : Type*} [Fintype V] [DecidableEq V] (G : SimpleGraph V) [DecidableRel G.Adj]

omit [Fintype V] [DecidableEq V] in
/-- The adjacency matrix of a simple graph is Hermitian. -/
theorem adj_isHermitian : (G.adjMatrix ℝ).IsHermitian :=
  Matrix.IsHermitian.ext fun i j => by simp [SimpleGraph.adjMatrix_apply, G.adj_comm]
```

Energies are measured from the Coulomb integral, in units of the resonance integral. The levels are indexed by `V` only because there are as many levels as atoms; `level G i` does not belong to atom `i`.

```lean
/-- The Hückel orbital energies, relative to the Coulomb integral and in units of the resonance
integral: the adjacency eigenvalues, counted with multiplicity. -/
def level : V → ℝ := (adj_isHermitian G).eigenvalues
```

The name `piEnergy` denotes the sum of absolute values, with no electron occupations in its definition. Because $A$ has trace zero, this sum is twice the sum of the positive eigenvalues. It is the Hückel pi energy, relative to the Coulomb term, when those bonding levels are doubly filled and the antibonding ones empty. Whether a given molecule or ion has that filling must be checked separately.

```lean
/-- The sum of the absolute values of the orbital energies. It is the Hückel pi energy, relative to
the Coulomb term, when every bonding level is doubly filled and every antibonding level is empty. -/
def piEnergy : ℝ := ∑ i, |level G i|
```

The spectral theorem supplies `U`; over the reals, `star U` is its transpose. The `calc` block multiplies two copies of the diagonalised matrix and cancels the inner `star U * U`.

```lean
/-- An orthogonal change of basis brings the squared adjacency matrix to diagonal form, with the
squared orbital energies on the diagonal. -/
theorem exists_diagonalization : ∃ U : Matrix V V ℝ, star U * U = 1 ∧
    G.adjMatrix ℝ * G.adjMatrix ℝ = U * diagonal (fun i => level G i ^ 2) * star U := by
  obtain ⟨U, hU, h⟩ : ∃ U : Matrix V V ℝ, star U * U = 1 ∧
      G.adjMatrix ℝ = U * diagonal (level G) * star U := by
    refine ⟨((adj_isHermitian G).eigenvectorUnitary : Matrix V V ℝ),
      Unitary.coe_star_mul_self _, ?_⟩
    have h := (adj_isHermitian G).spectral_theorem
    rw [Unitary.conjStarAlgAut_apply] at h
    exact h
  refine ⟨U, hU, ?_⟩
  have hD : diagonal (fun i => level G i ^ 2) = diagonal (level G) * diagonal (level G) := by
    rw [diagonal_mul_diagonal]
    simp only [pow_two]
  calc G.adjMatrix ℝ * G.adjMatrix ℝ
      = (U * diagonal (level G) * star U) * (U * diagonal (level G) * star U) := by rw [← h]
    _ = U * diagonal (level G) * (star U * U) * diagonal (level G) * star U := by
        simp only [mul_assoc]
    _ = _ := by rw [hU, hD, mul_one]; simp only [mul_assoc]
```

Cyclicity of the trace removes `U`, and the degree sum counts each edge twice.

```lean
/-- The squared orbital energies sum to twice the number of edges. -/
theorem sum_level_sq : ∑ i, level G i ^ 2 = 2 * (G.edgeFinset.card : ℝ) := by
  obtain ⟨U, hU, h⟩ := exists_diagonalization G
  have h1 : trace (G.adjMatrix ℝ * G.adjMatrix ℝ) = ∑ i, level G i ^ 2 := by
    rw [h, trace_mul_comm, ← mul_assoc, hU, one_mul, trace_diagonal]
  rw [← h1]
  simp only [trace, diag_apply, SimpleGraph.adjMatrix_mul_self_apply_self]
  exact_mod_cast G.sum_degrees_eq_twice_card_edges
```

Next, conjugation by `U` carries a scalar matrix to itself, in both directions.

```lean
/-- All orbital energies have the same square `c` exactly when the squared adjacency matrix is
`c` times the identity. -/
theorem sq_scalar_iff (c : ℝ) :
    G.adjMatrix ℝ * G.adjMatrix ℝ = c • (1 : Matrix V V ℝ) ↔ ∀ i, level G i ^ 2 = c := by
  obtain ⟨U, hU, h⟩ := exists_diagonalization G
  constructor
  · intro hc i
    have hd : diagonal (fun i => level G i ^ 2) = c • (1 : Matrix V V ℝ) := by
      calc diagonal (fun i => level G i ^ 2)
          = (star U * U) * diagonal (fun i => level G i ^ 2) * (star U * U) := by
            rw [hU, one_mul, mul_one]
        _ = star U * (U * diagonal (fun i => level G i ^ 2) * star U) * U := by
            simp only [mul_assoc]
        _ = c • (1 : Matrix V V ℝ) := by
            rw [← h, hc, Matrix.mul_smul, Matrix.smul_mul, mul_one, hU]
    simpa using congrFun (congrFun hd i) i
  · intro hc
    simp only [hc] at h
    rw [h, ← smul_one_eq_diagonal, Matrix.mul_smul, Matrix.smul_mul, mul_one,
      mul_eq_one_comm.1 hU]
```

In the graph-theoretic step, `hdeg` reads the degrees from the diagonal, while `hle` excludes two distinct neighbours through an off-diagonal entry. The case split asks whether any edge exists. The symbol `⊥` is the graph without edges. The converse computes the entries of $A^2$ in each case.

```lean
/-- The squared adjacency matrix is a multiple of the identity exactly when the graph has no
edges or every vertex has exactly one neighbour. -/
theorem exists_sq_scalar_iff :
    (∃ c : ℝ, G.adjMatrix ℝ * G.adjMatrix ℝ = c • (1 : Matrix V V ℝ)) ↔
      G = ⊥ ∨ ∀ v, G.degree v = 1 := by
  constructor
  · rintro ⟨c, hc⟩
    have hdeg : ∀ v, (G.degree v : ℝ) = c := fun v => by
      have hv := congrFun (congrFun hc v) v
      rw [SimpleGraph.adjMatrix_mul_self_apply_self] at hv
      simpa using hv
    -- two distinct neighbours of `a` would give a nonzero off-diagonal entry
    have hle : ∀ a, (G.neighborFinset a).card ≤ 1 := fun a => by
      refine Finset.card_le_one.2 fun u hu w hw => ?_
      rw [SimpleGraph.mem_neighborFinset] at hu hw
      by_contra huw
      have h0 : ∑ k, G.adjMatrix ℝ u k * G.adjMatrix ℝ k w = 0 := by
        rw [← Matrix.mul_apply, hc]
        simp [huw]
      have hpos : ∀ k ∈ Finset.univ, 0 ≤ G.adjMatrix ℝ u k * G.adjMatrix ℝ k w := fun k _ => by
        simp only [SimpleGraph.adjMatrix_apply]
        positivity
      have ha := (Finset.sum_eq_zero_iff_of_nonneg hpos).1 h0 a (Finset.mem_univ a)
      simp [SimpleGraph.adjMatrix_apply, hu.symm, hw] at ha
    by_cases h : ∃ a b, G.Adj a b
    · obtain ⟨a, b, hab⟩ := h
      have ha : 0 < (G.neighborFinset a).card := Finset.card_pos.2 ⟨b, by simpa using hab⟩
      have ha1 : G.degree a = 1 := le_antisymm (hle a) ha
      refine Or.inr fun v => ?_
      rw [← ha1]
      exact_mod_cast (hdeg v).trans (hdeg a).symm
    · left
      ext a b
      exact ⟨fun hab => (h ⟨a, b, hab⟩).elim, fun hab => hab.elim⟩
  · rintro (rfl | h)
    · refine ⟨0, ?_⟩
      ext i j
      simp [Matrix.mul_apply, SimpleGraph.adjMatrix_apply]
    · refine ⟨1, ?_⟩
      ext i j
      by_cases hij : i = j
      · subst hij
        rw [SimpleGraph.adjMatrix_mul_self_apply_self, h i]
        simp
      · rw [Matrix.mul_apply, Finset.sum_eq_zero]
        · simp [hij]
        intro k _
        by_cases hik : G.Adj i k
        · have hkj : ¬ G.Adj k j := fun hkj => by
            have hk : (G.neighborFinset k).card ≤ 1 := (h k).le
            exact hij (Finset.card_le_one.1 hk i (by simpa using hik.symm) j (by simpa using hkj))
          simp [SimpleGraph.adjMatrix_apply, hkj]
        · simp [SimpleGraph.adjMatrix_apply, hik]
```

The final statement writes $m$ as `G.edgeFinset.card` and $n$ as `Fintype.card V`. It requires neither connectedness nor a nonempty vertex set. Its proof replaces $2m$ by the sum of squared levels, then chains the three equivalences: equality of energies, equal squares, and scalar $A^2$ with its graph description.

```lean
/-- Equality case of McClelland's bound: for a graph with `n` vertices and `m` edges, the sum of the
absolute values of the orbital energies equals `√(2mn)` if and only if the graph has no edges or
every vertex has degree exactly one. -/
theorem mcclelland_equality_iff :
    piEnergy G = √(2 * G.edgeFinset.card * Fintype.card V) ↔
      G = ⊥ ∨ ∀ v, G.degree v = 1 := by
  rw [← sum_level_sq, mul_comm, ← exists_sq_scalar_iff]
  exact (sum_abs_eq_iff (level G)).trans (exists_congr fun c => (sq_scalar_iff G c).symm)

end

end McClellandEquality
```

```lean
#print axioms McClellandEquality.mcclelland_equality_iff
-- 'McClellandEquality.mcclelland_equality_iff' depends on axioms: [propext, Classical.choice, Quot.sound]
```
